# A two-band Bloch vector built from a holomorphic function satisfies the trace condition

## Two bands on a momentum plane

Consider a non-interacting two-band model at momentum $z=x+iy$. Where its first component is nonzero, the state of one band can be written as an unnormalised spinor $(1,f(z))$. With $D=1+|f|^2$, its normalised Pauli expectation values form the Bloch vector

$$n=\frac{(2\,\mathrm{Re} f,\;2\,\mathrm{Im} f,\;1-|f|^2)}{D}.$$

The quantum metric of the band has trace $(|n_x|^2+|n_y|^2)/4$, and its Berry curvature is $n\cdot(n_x\times n_y)/2$ up to a sign convention. The usual trace condition asks the trace to equal the magnitude of the curvature, as it does in the lowest Landau level. Here the sign is kept: when does the trace equal $n\cdot(n_x\times n_y)/2$ itself?

## The result and its formal reading

If $f$ is complex differentiable at $z$, then $n_x\cdot n_y=0$ and

$$|n_x|^2=|n_y|^2=n\cdot(n_x\times n_y)=\frac{4|f'|^2}{(1+|f|^2)^2}.$$

For an entire $f$ this holds at every $z$. Conversely, if $f$ is real differentiable at $z$, the signed trace condition $|n_x|^2+|n_y|^2=2\,n\cdot(n_x\times n_y)$ holds there exactly when $f$ is complex differentiable there.

In Lean, `band f` is the field $n$, with values in `Fin 3 → ℝ`. The partial derivatives `dx` and `dy` are line derivatives along $1$ and $i$, `⬝ᵥ` is the scalar product, `⨯₃` is the cross product, and `deriv f z` is $f'(z)$. In `trace_gap`, `fderiv ℝ f z 1` and `fderiv ℝ f z Complex.I` are $f_x$ and $f_y$.

The theorems are local: they involve no Hamiltonian, no Brillouin-zone periodicity and no Chern number. Points where $f$ has a pole are not covered.

## Derivation by tangent vectors

Let the ratio $w$ move with velocity $p$, and put $D=1+|w|^2$, $s_p=\mathrm{Re}(\bar w p)$, $P=(\mathrm{Re}\,p,\mathrm{Im}\,p,0)$ and $m=n+e_3$, where $e_3=(0,0,1)$. Since $\dot D=2s_p$, the quotient rule gives the velocity of $n$:

$$T_p=\frac{2}{D}\,(P-s_p m).$$

Take a second velocity $q$, with $Q$ and $s_q$ defined likewise. From $P\cdot m=2s_p/D$ and $m\cdot m=4/D$,

$$T_p\cdot T_q=\frac{4}{D^2}\Big(\mathrm{Re}(\bar pq)-\frac{4s_ps_q}{D}+\frac{4s_ps_q}{D}\Big)=\frac{4\,\mathrm{Re}(\bar pq)}{D^2}.$$

For the triple product, $P\times Q=\mathrm{Im}(\bar pq)\,e_3$ and $n\cdot(P\times m)=2\,\mathrm{Im}(\bar wp)/D$, so

$$n\cdot(T_p\times T_q)=\frac{4}{D^2}\Big(\frac{1-|w|^2}{D}\,\mathrm{Im}(\bar pq)+\frac{2}{D}\big[s_p\,\mathrm{Im}(\bar wq)-s_q\,\mathrm{Im}(\bar wp)\big]\Big).$$

The bracket is $\mathrm{Im}(\overline{\bar wp}\,\bar wq)=|w|^2\,\mathrm{Im}(\bar pq)$, which leaves $4\,\mathrm{Im}(\bar pq)/D^2$.

By the chain rule, $n_x$ and $n_y$ are $T_p$ and $T_q$ with $w=f$, $p=f_x$ and $q=f_y$. For holomorphic $f$, $p=f'$ and $q=if'$, so $\bar pq=i|f'|^2$ and all four identities follow. For real differentiable $f$,

$$|p|^2+|q|^2-2\,\mathrm{Im}(\bar pq)=|q-ip|^2,$$

so the gap in the trace condition is $4|f_y-if_x|^2/D^2$. It vanishes exactly when the Cauchy–Riemann equation $f_y=if_x$ holds.

## Without complex differentiability

For $f(z)=\bar z$, $f_x=1$ and $f_y=-i$. The vectors $n_x$ and $n_y$ are still orthogonal and equally long, but the triple product is $-4/(1+|z|^2)^2$, so the signed trace condition fails. The trace of the metric still equals the magnitude of the curvature, so the usual unsigned condition holds.

The converse needs real differentiability. Let $f(z)=xy/(x^2+y^2)$ with $f(0)=0$. At the origin $n_x=n_y=0$, so the trace condition holds, although $f$ is not even continuous there.

## The test on a momentum grid

For $H=d\cdot\sigma$ with $d\neq0$, the lower band has $n=-d/|d|$. A code can take central differences of $n$ and evaluate $|n_x|^2+|n_y|^2-2\,n\cdot(n_x\times n_y)$, which involves no eigenvector phase. For $f(z)=z$ the result should tend to zero as the grid is refined, and each squared length to $4/(1+|z|^2)^2$.

## The Lean file and its proof

```lean
import Mathlib

open Matrix

namespace IdealHolomorphicBand

noncomputable section

/-- The Bloch vector `(2 Re w, 2 Im w, 1 - |w|²) / (1 + |w|²)` of the amplitude ratio `w`. -/
def bloch (w : ℂ) : Fin 3 → ℝ :=
  ![2 * w.re / (1 + ‖w‖ ^ 2), 2 * w.im / (1 + ‖w‖ ^ 2), (1 - ‖w‖ ^ 2) / (1 + ‖w‖ ^ 2)]

/-- The Bloch vector field `n` of the band whose amplitude ratio at the point `z` is `f z`. -/
def band (f : ℂ → ℂ) (z : ℂ) : Fin 3 → ℝ := bloch (f z)

/-- The partial derivative `n_x` of a vector field on the plane `z = x + i y`. -/
def dx (n : ℂ → Fin 3 → ℝ) (z : ℂ) : Fin 3 → ℝ := lineDeriv ℝ n z 1

/-- The partial derivative `n_y` of a vector field on the plane `z = x + i y`. -/
def dy (n : ℂ → Fin 3 → ℝ) (z : ℂ) : Fin 3 → ℝ := lineDeriv ℝ n z Complex.I

/-- An explicit vector, depending on an amplitude ratio `w` and a velocity `p` of that ratio. -/
def tangent (w p : ℂ) : Fin 3 → ℝ :=
  ![(2 * p.re * (1 + ‖w‖ ^ 2) - 4 * w.re * (w.re * p.re + w.im * p.im)) / (1 + ‖w‖ ^ 2) ^ 2,
    (2 * p.im * (1 + ‖w‖ ^ 2) - 4 * w.im * (w.re * p.re + w.im * p.im)) / (1 + ‖w‖ ^ 2) ^ 2,
    -4 * (w.re * p.re + w.im * p.im) / (1 + ‖w‖ ^ 2) ^ 2]

/-- The squared modulus in terms of real and imaginary parts. -/
lemma norm_sq_eq (w : ℂ) : ‖w‖ ^ 2 = w.re * w.re + w.im * w.im := by
  rw [Complex.sq_norm, Complex.normSq_apply]

/-- When the amplitude ratio moves with velocity `p`, the Bloch vector moves with velocity
`tangent w p`. -/
theorem hasDerivAt_bloch {g : ℝ → ℂ} {p : ℂ} {t : ℝ} (hg : HasDerivAt g p t) :
    HasDerivAt (fun s => bloch (g s)) (tangent (g t) p) t := by
  have hre : HasDerivAt (fun s => (g s).re) p.re t :=
    Complex.reCLM.hasFDerivAt.comp_hasDerivAt t hg
  have him : HasDerivAt (fun s => (g s).im) p.im t :=
    Complex.imCLM.hasFDerivAt.comp_hasDerivAt t hg
  have hN : HasDerivAt (fun s => ‖g s‖ ^ 2)
      (2 * ((g t).re * p.re + (g t).im * p.im)) t := by
    simp only [norm_sq_eq]
    exact ((hre.fun_mul hre).fun_add (him.fun_mul him)).congr_deriv (by ring)
  have hD := hN.const_add 1
  have h0 : 1 + ‖g t‖ ^ 2 ≠ 0 := by positivity
  -- the quotient rule in each of the three components
  have c0 := ((hre.const_mul 2).fun_div hD h0).congr_deriv
    (g' := tangent (g t) p 0) (by simp only [tangent, Matrix.cons_val]; ring)
  have c1 := ((him.const_mul 2).fun_div hD h0).congr_deriv
    (g' := tangent (g t) p 1) (by simp only [tangent, Matrix.cons_val]; ring)
  have c2 := ((hN.const_sub 1).fun_div hD h0).congr_deriv
    (g' := tangent (g t) p 2) (by simp only [tangent, Matrix.cons_val]; ring)
  refine hasDerivAt_pi.2 fun i => ?_
  fin_cases i
  · exact c0
  · exact c1
  · exact c2

/-- The scalar product of two Bloch-vector velocities is `4 Re(p* q) / (1 + |w|²)²`. -/
theorem tangent_dot (w p q : ℂ) :
    tangent w p ⬝ᵥ tangent w q
      = 4 * (p.re * q.re + p.im * q.im) / (1 + ‖w‖ ^ 2) ^ 2 := by
  have h : 1 + ‖w‖ ^ 2 ≠ 0 := by positivity
  rw [norm_sq_eq] at h
  simp only [tangent, dotProduct, Fin.sum_univ_three, Matrix.cons_val, norm_sq_eq]
  field_simp
  ring

/-- The triple product of the Bloch vector with two of its velocities is
`4 Im(p* q) / (1 + |w|²)²`. -/
theorem bloch_triple (w p q : ℂ) :
    bloch w ⬝ᵥ (tangent w p ⨯₃ tangent w q)
      = 4 * (p.re * q.im - p.im * q.re) / (1 + ‖w‖ ^ 2) ^ 2 := by
  have h : 1 + ‖w‖ ^ 2 ≠ 0 := by positivity
  rw [norm_sq_eq] at h
  simp only [cross_apply, bloch, tangent, dotProduct, Fin.sum_univ_three, Matrix.cons_val,
    norm_sq_eq]
  field_simp
  ring

/-- Chain rule: the derivative of the Bloch vector field along `v` is the velocity belonging to
the derivative of `f` along `v`. -/
theorem lineDeriv_band {f : ℂ → ℂ} {L : ℂ →L[ℝ] ℂ} {z : ℂ} (h : HasFDerivAt f L z) (v : ℂ) :
    lineDeriv ℝ (band f) z v = tangent (f z) (L v) := by
  have hl : HasDerivAt (fun t : ℝ => f (z + t • v)) (L v) 0 := h.hasLineDerivAt v
  have key := (hasDerivAt_bloch hl).deriv
  simp only [zero_smul, add_zero] at key
  exact key

/-- Ideal holomorphic band: where `f` is complex differentiable, `n_x` and `n_y` are orthogonal,
and their squared lengths and the curvature density `n · (n_x × n_y)` all equal
`4 |f'|² / (1 + |f|²)²`. -/
theorem ideal_holomorphic_band {f : ℂ → ℂ} {z : ℂ} (hf : DifferentiableAt ℂ f z) :
    dx (band f) z ⬝ᵥ dy (band f) z = 0 ∧
    dx (band f) z ⬝ᵥ dx (band f) z = 4 * ‖deriv f z‖ ^ 2 / (1 + ‖f z‖ ^ 2) ^ 2 ∧
    dy (band f) z ⬝ᵥ dy (band f) z = 4 * ‖deriv f z‖ ^ 2 / (1 + ‖f z‖ ^ 2) ^ 2 ∧
    band f z ⬝ᵥ (dx (band f) z ⨯₃ dy (band f) z)
      = 4 * ‖deriv f z‖ ^ 2 / (1 + ‖f z‖ ^ 2) ^ 2 := by
  -- a holomorphic function has `f_x = f'` and `f_y = i f'`
  have key : ∀ v : ℂ, lineDeriv ℝ (band f) z v = tangent (f z) (v * deriv f z) := fun v => by
    rw [lineDeriv_band (hf.hasDerivAt.hasFDerivAt.restrictScalars ℝ) v]
    simp
  have hb : band f z = bloch (f z) := rfl
  simp only [dx, dy, key, hb, tangent_dot, bloch_triple, norm_sq_eq (deriv f z), one_mul,
    Complex.mul_re, Complex.mul_im, Complex.I_re, Complex.I_im]
  refine ⟨?_, ?_, ?_, ?_⟩ <;> (first | exact True.intro | ring)

/-- For a real differentiable `f`, the excess of `|n_x|² + |n_y|²` over twice the curvature
density is `4 |f_y - i f_x|² / (1 + |f|²)²`. -/
theorem trace_gap {f : ℂ → ℂ} {z : ℂ} (hf : DifferentiableAt ℝ f z) :
    dx (band f) z ⬝ᵥ dx (band f) z + dy (band f) z ⬝ᵥ dy (band f) z
        - 2 * (band f z ⬝ᵥ (dx (band f) z ⨯₃ dy (band f) z))
      = 4 * ‖fderiv ℝ f z Complex.I - Complex.I * fderiv ℝ f z 1‖ ^ 2
        / (1 + ‖f z‖ ^ 2) ^ 2 := by
  have hb : band f z = bloch (f z) := rfl
  simp only [dx, dy, lineDeriv_band hf.hasFDerivAt, hb, tangent_dot, bloch_triple,
    norm_sq_eq (_ - _), Complex.sub_re, Complex.sub_im, Complex.mul_re, Complex.mul_im,
    Complex.I_re, Complex.I_im]
  ring

/-- For a real differentiable `f`, the signed trace condition `|n_x|² + |n_y|² = 2 n · (n_x × n_y)`
holds at a point exactly when `f` is complex differentiable there. -/
theorem trace_condition_iff_holomorphic {f : ℂ → ℂ} {z : ℂ} (hf : DifferentiableAt ℝ f z) :
    dx (band f) z ⬝ᵥ dx (band f) z + dy (band f) z ⬝ᵥ dy (band f) z
        = 2 * (band f z ⬝ᵥ (dx (band f) z ⨯₃ dy (band f) z))
      ↔ DifferentiableAt ℂ f z := by
  have gap := trace_gap hf
  constructor
  · intro h
    rw [h, sub_self] at gap
    -- a vanishing gap is the Cauchy-Riemann equation `f_y = i f_x`
    refine differentiableAt_complex_iff_differentiableAt_real.2 ⟨hf, ?_⟩
    rcases div_eq_zero_iff.1 gap.symm with h1 | h1
    · have h2 : ‖fderiv ℝ f z Complex.I - Complex.I * fderiv ℝ f z 1‖ ^ 2 = 0 := by linarith
      exact sub_eq_zero.1 (norm_eq_zero.1 ((pow_eq_zero_iff two_ne_zero).1 h2))
    · exact absurd h1 (by positivity)
  · intro h
    obtain ⟨_, h1, h2, h3⟩ := ideal_holomorphic_band h
    rw [h1, h2, h3]
    ring

end

end IdealHolomorphicBand
```

```lean
#print axioms IdealHolomorphicBand.trace_condition_iff_holomorphic
-- 'IdealHolomorphicBand.trace_condition_iff_holomorphic' depends on axioms: [propext, Classical.choice, Quot.sound]
```

`hasDerivAt_bloch` applies the quotient rule to each component and obtains `tangent`, the vector $T_p$ above. In `tangent_dot` and `bloch_triple`, `field_simp` clears the positive denominators and `ring` checks the remaining polynomial identity, in place of the decomposition with $m$. `lineDeriv_band` is the chain rule.

In `ideal_holomorphic_band`, `restrictScalars` reads the complex derivative as the real-linear map $v\mapsto vf'$, which supplies $f_x=f'$ and $f_y=if'$. The final `ring` in `trace_gap` completes the square. `trace_condition_iff_holomorphic` then turns a zero gap into the Cauchy–Riemann equation, and takes the reverse direction from the main theorem.
